# For a connected, nonnegative real symmetric hopping matrix, a local density of states even about zero at one site implies an alternant structure

## Can the spectrum of one atom reveal the bonding pattern of all the others?

Let H be the real symmetric one-electron matrix of a molecule with one orbital per atom: H_ij is the coupling between atoms i and j, and H_ii is an on-site energy. The k-th moment at atom o is (H^k)_oo, and the local density of states (LDOS) at o is the weight that the molecular orbitals place on o at each energy. The system is alternant if the atoms split into two classes, with nonzero entries of H only between different classes.

I know that an alternant system has an LDOS symmetric about zero at every atom. Suppose I find this symmetry at just one atom. Could there not be an odd ring or a heteroatom far away whose effects happen to cancel there?

## No cancellation occurs when all entries are nonnegative

If every entry of H is nonnegative and the system is connected, the symmetry at one atom is enough. In Hückel theory, with α as the zero of energy and the negative β as the unit, the π system of a conjugated hydrocarbon has entries 0 and 1, so the sign condition is met.

**From two classes to vanishing odd moments.** Give the atoms signs e_i = ±1 according to class, and let S = diag(e). Being alternant means

S H S = −H.

Since S² = 1, this gives S H = −H S, and for odd k

S H^k = −H^k S.

The (i,i) entry reads e_i (H^k)_ii = −e_i (H^k)_ii, so (H^k)_ii = 0 at every site i.

**From one site to two classes.** Suppose all odd moments at o vanish. The entry (H^k)_ij is a sum over walks of k steps from i to j, each contributing the product of its matrix elements. No term is negative, so a single walk along nonzero entries makes the sum positive. By connectedness, each site i has a length d(i) with (H^d(i))_oi > 0. Set

e_i = (−1)^d(i).

Let H_ij ≠ 0, and choose l with (H^l)_jo > 0. Two closed walks from o share this way back:

(H^(d(i)+1+l))_oo ≥ (H^d(i))_oi H_ij (H^l)_jo > 0

(H^(d(j)+l))_oo ≥ (H^d(j))_oj (H^l)_jo > 0

Both exponents must be even. Their sum is d(i) + d(j) + 1 + 2l, so d(i) + d(j) is odd and e_i e_j = −1. Hence e_i H_ij e_j = −H_ij, which also holds trivially when H_ij = 0. For i = j the number 2d(i) would have to be odd, so no on-site energy can be nonzero.

**From moments to the LDOS.** Let the columns of U be orthonormal real eigenvectors with energies ε_a. Then H^k = U diag(ε_a^k) Uᵀ, and

(H^k)_oo = Σ_a ε_a^k U_oa².

Write w(E) for the sum of U_oa² over the orbitals with ε_a = E, and let s be the finite set of all energies ε_a and −ε_a. The moment is then Σ_{E∈s} E^k w(E). If w is even and k is odd, replacing E by −E turns this sum into its own negative, so it vanishes.

Conversely, if all odd moments vanish, only the even powers of a polynomial p contribute, and

Σ_a p(−ε_a) U_oa² = Σ_a p(ε_a) U_oa².

Fix E and take p(x) = Π (x − y) over all y in s other than E. The equation becomes p(E) w(−E) = p(E) w(E). Since p(E) ≠ 0, w is even.

## What the theorems say about the molecule

The finite type `n` labels the sites. `Connected H` says that a chain of nonzero entries, possibly of no steps, leads from every site to every other. `IsAlternant H` asks for signs `e` with `diagonal e * H * diagonal e = -H`. `ldos ε U o E` is the weight w(E), that is, the coefficient of a delta peak and not a broadened density.

`odd_moments_iff_alternant` states that, for nonnegative connected `H`, all odd moments at `o` vanish if and only if `H` is alternant. It does not require `H` to be symmetric. `odd_moment_eq_zero` carries the vanishing to every site. `ldos_even_iff_alternant` puts evenness of the LDOS in place of the moments; its hypotheses `U * Uᵀ = 1` and `H * U = U * diagonal ε` supply the orthonormal eigenvectors and force `H` to be symmetric.

The sign condition `hpos` includes the diagonal. An even LDOS has zero first moment, so H_oo = 0: the level of atom o is the zero of energy, and no other diagonal entry may be negative. In units of the negative Hückel β, this means that no other atom's level may lie above that of o. `trimer_not_alternant` shows what can happen otherwise. Site 0 couples equally to neighbours with on-site energies 1 and −1, whose effects on its odd moments cancel, yet the system is not alternant. So your suspicion can be justified when even one diagonal entry is negative, although all couplings between different sites are nonnegative.

For finite, non-interacting Hückel and tight-binding models whose matrix is connected and has no negative entry, the result lets the complete set of odd moments at one atom settle a property of the whole connected system. The step from a real molecule to such an H, with one orthogonal orbital per atom and independent electrons, is an assumption.

In Lean 4 with Mathlib:

```lean
import Mathlib

open Matrix

namespace OddMomentsAlternant

noncomputable section

variable {n : Type*} [Fintype n] [DecidableEq n]

/-- Every site can be reached from every site through a chain of nonzero entries of `H`. -/
def Connected (H : Matrix n n ℝ) : Prop :=
  ∀ i j, Relation.ReflTransGen (fun a b => H a b ≠ 0) i j

/-- `H` is alternant: a diagonal matrix `S` of signs satisfies `S H S = -H`. -/
def IsAlternant (H : Matrix n n ℝ) : Prop :=
  ∃ e : n → ℝ, (∀ i, e i = 1 ∨ e i = -1) ∧ diagonal e * H * diagonal e = -H

/-- The local density of states at site `o`: the total weight on `o` of the orbitals
(columns of `U`) whose energy `ε a` equals `E`. -/
def ldos (ε : n → ℝ) (U : Matrix n n ℝ) (o : n) (E : ℝ) : ℝ :=
  ∑ a, if ε a = E then U o a ^ 2 else 0

omit [DecidableEq n] in
/-- For nonnegative matrices, a positive step from `i` to `j` followed by a positive step
from `j` to `l` gives a positive entry of the product. -/
theorem mul_entry_pos {A B : Matrix n n ℝ} (hA : ∀ i j, 0 ≤ A i j) (hB : ∀ i j, 0 ≤ B i j)
    {i j l : n} (h1 : 0 < A i j) (h2 : 0 < B j l) : 0 < (A * B) i l := by
  rw [Matrix.mul_apply]
  exact Finset.sum_pos' (fun m _ => mul_nonneg (hA i m) (hB m l))
    ⟨j, Finset.mem_univ j, mul_pos h1 h2⟩

/-- Powers of a matrix with nonnegative entries have nonnegative entries. -/
theorem pow_entry_nonneg {H : Matrix n n ℝ} (hpos : ∀ i j, 0 ≤ H i j) (k : ℕ) :
    ∀ i j, 0 ≤ (H ^ k) i j := by
  induction k with
  | zero =>
    intro i j
    rw [pow_zero, Matrix.one_apply]
    split_ifs <;> norm_num
  | succ k ih =>
    intro i j
    rw [pow_succ, Matrix.mul_apply]
    exact Finset.sum_nonneg fun m _ => mul_nonneg (ih i m) (hpos m j)

/-- For nonnegative `H`, a chain of nonzero entries from `i` to `j` makes the `(i, j)` entry
of some power of `H` positive. -/
theorem exists_walk {H : Matrix n n ℝ} (hpos : ∀ i j, 0 ≤ H i j) {i j : n}
    (h : Relation.ReflTransGen (fun a b => H a b ≠ 0) i j) : ∃ k, 0 < (H ^ k) i j := by
  induction h with
  | refl => exact ⟨0, by simp⟩
  | tail _ hbc ih =>
    obtain ⟨k, hk⟩ := ih
    refine ⟨k + 1, ?_⟩
    rw [pow_succ]
    exact mul_entry_pos (pow_entry_nonneg hpos k) hpos hk
      (lt_of_le_of_ne (hpos _ _) (Ne.symm hbc))

/-- In an alternant system every odd moment vanishes at every site. -/
theorem odd_moment_eq_zero {H : Matrix n n ℝ} (h : IsAlternant H) {k : ℕ} (hk : Odd k)
    (i : n) : (H ^ k) i i = 0 := by
  obtain ⟨e, he, hE⟩ := h
  have hsq : (fun i => e i * e i) = fun _ => (1 : ℝ) := by
    funext i
    rcases he i with h | h <;> rw [h] <;> norm_num
  have hone : diagonal e * diagonal e = 1 := by
    rw [diagonal_mul_diagonal, hsq, diagonal_one]
  -- the sign matrix intertwines `H` and `-H`, hence also their powers
  have hs : SemiconjBy (diagonal e) H (-H) := by
    change diagonal e * H = -H * diagonal e
    rw [← hE, mul_assoc (diagonal e * H), hone, mul_one]
  have hp : diagonal e * H ^ k = (-H) ^ k * diagonal e := hs.pow_right k
  rw [hk.neg_pow] at hp
  have hii := congrFun (congrFun hp i) i
  rw [diagonal_mul, mul_diagonal, Matrix.neg_apply] at hii
  rcases he i with h | h <;> rw [h] at hii <;> linarith

/-- For a connected system with nonnegative entries, all odd moments at one site `o` vanish
if and only if the system is alternant. -/
theorem odd_moments_iff_alternant {H : Matrix n n ℝ} (hpos : ∀ i j, 0 ≤ H i j)
    (hc : Connected H) (o : n) : (∀ k, Odd k → (H ^ k) o o = 0) ↔ IsAlternant H := by
  refine ⟨fun hm => ?_, fun h k hk => odd_moment_eq_zero h hk o⟩
  -- the sign of a site is the parity of a walk that reaches it from `o`
  choose d hd using fun i => exists_walk hpos (hc o i)
  refine ⟨fun i => (-1) ^ d i, fun i => neg_one_pow_eq_or ℝ (d i), ?_⟩
  ext i j
  rw [mul_diagonal, diagonal_mul, Matrix.neg_apply]
  by_cases h : H i j = 0
  · simp [h]
  -- close the walks through `j` by a common way back to `o`
  obtain ⟨l, hl⟩ := exists_walk hpos (hc j o)
  have h1 : 0 < (H ^ (d i + 1 + l)) o o := by
    rw [pow_add]
    refine mul_entry_pos (pow_entry_nonneg hpos _) (pow_entry_nonneg hpos _) ?_ hl
    rw [pow_succ]
    exact mul_entry_pos (pow_entry_nonneg hpos _) hpos (hd i)
      (lt_of_le_of_ne (hpos i j) (Ne.symm h))
  have h2 : 0 < (H ^ (d j + l)) o o := by
    rw [pow_add]
    exact mul_entry_pos (pow_entry_nonneg hpos _) (pow_entry_nonneg hpos _) (hd j) hl
  have n1 : ¬ Odd (d i + 1 + l) := fun hk => h1.ne' (hm _ hk)
  have n2 : ¬ Odd (d j + l) := fun hk => h2.ne' (hm _ hk)
  have hodd : Odd (d i + d j) := by
    rw [Nat.odd_iff] at *
    omega
  have hs : (-1 : ℝ) ^ (d i + d j) = -1 := hodd.neg_one_pow
  rw [pow_add] at hs
  linear_combination H i j * hs

/-- Moments theorem: for orthonormal real eigenvectors (columns of `U`) with energies `ε`, the
`k`-th moment at site `o` is the sum of `ε a ^ k` weighted by the orbital densities on `o`. -/
theorem moments_theorem {H U : Matrix n n ℝ} {ε : n → ℝ} (hU : U * Uᵀ = 1)
    (hH : H * U = U * diagonal ε) (k : ℕ) (o : n) :
    (H ^ k) o o = ∑ a, ε a ^ k * U o a ^ 2 := by
  have hs : SemiconjBy U (diagonal ε) H := hH.symm
  have hp : U * diagonal ε ^ k = H ^ k * U := hs.pow_right k
  have hk : H ^ k = U * diagonal (ε ^ k) * Uᵀ := by
    rw [← diagonal_pow, hp, mul_assoc, hU, mul_one]
  rw [hk, Matrix.mul_apply]
  refine Finset.sum_congr rfl fun a _ => ?_
  rw [mul_diagonal, transpose_apply, Pi.pow_apply]
  ring

omit [DecidableEq n] in
/-- The local density of states at `o` is even in energy if and only if all its odd moments
vanish. -/
theorem ldos_even_iff (ε : n → ℝ) (U : Matrix n n ℝ) (o : n) :
    (∀ E, ldos ε U o (-E) = ldos ε U o E) ↔
      ∀ k, Odd k → ∑ a, ε a ^ k * U o a ^ 2 = 0 := by
  -- a finite set of energies, closed under reflection, that contains the spectrum
  obtain ⟨s, hs, hneg⟩ : ∃ s : Finset ℝ, (∀ a, ε a ∈ s) ∧ ∀ E ∈ s, -E ∈ s := by
    refine ⟨Finset.univ.image ε ∪ Finset.univ.image (fun a => -ε a), fun a => ?_, ?_⟩
    · exact Finset.mem_union_left _ (Finset.mem_image_of_mem ε (Finset.mem_univ a))
    · intro E hE
      simp only [Finset.mem_union, Finset.mem_image, Finset.mem_univ, true_and] at hE ⊢
      rcases hE with ⟨a, rfl⟩ | ⟨a, rfl⟩
      · exact Or.inr ⟨a, rfl⟩
      · exact Or.inl ⟨a, (neg_neg _).symm⟩
  constructor
  · intro h k hk
    have hS : ∑ a, ε a ^ k * U o a ^ 2 = ∑ E ∈ s, E ^ k * ldos ε U o E := by
      simp only [ldos, Finset.mul_sum]
      rw [Finset.sum_comm]
      refine Finset.sum_congr rfl fun a _ => ?_
      rw [Finset.sum_eq_single_of_mem (ε a) (hs a)
        (fun E _ hE => by rw [if_neg hE.symm, mul_zero]), if_pos rfl]
    have hT : ∑ E ∈ s, E ^ k * ldos ε U o E = ∑ E ∈ s, -(E ^ k * ldos ε U o E) :=
      Finset.sum_nbij' (fun E => -E) (fun E => -E) hneg hneg (by simp) (by simp)
        (fun E _ => by simp only [h, hk.neg_pow]; ring)
    rw [Finset.sum_neg_distrib] at hT
    linarith
  · intro h E
    have hp : ∀ p : Polynomial ℝ,
        ∑ a, p.eval (-ε a) * U o a ^ 2 = ∑ a, p.eval (ε a) * U o a ^ 2 := by
      intro p
      induction p using Polynomial.induction_on' with
      | add p q hp hq =>
        simp only [Polynomial.eval_add, add_mul, Finset.sum_add_distrib, hp, hq]
      | monomial k c =>
        simp only [Polynomial.eval_monomial]
        rcases Nat.even_or_odd k with hk | hk
        · simp only [hk.neg_pow]
        · simp only [hk.neg_pow, mul_neg, neg_mul, Finset.sum_neg_distrib, mul_assoc,
            ← Finset.mul_sum, h k hk, mul_zero, neg_zero]
    -- a polynomial that isolates the energy `E`
    obtain ⟨P, hP0, hP1⟩ : ∃ P : Polynomial ℝ,
        (∀ x ∈ s, x ≠ E → P.eval x = 0) ∧ P.eval E ≠ 0 := by
      refine ⟨∏ x ∈ s.erase E, (Polynomial.X - Polynomial.C x), fun x hx hxE => ?_, ?_⟩
      · rw [Polynomial.eval_prod]
        exact Finset.prod_eq_zero (Finset.mem_erase.2 ⟨hxE, hx⟩) (by simp)
      · rw [Polynomial.eval_prod]
        refine Finset.prod_ne_zero_iff.2 fun x hx => ?_
        rw [Polynomial.eval_sub, Polynomial.eval_X, Polynomial.eval_C]
        exact sub_ne_zero.2 (Finset.ne_of_mem_erase hx).symm
    have h1 : ∑ a, P.eval (ε a) * U o a ^ 2 = P.eval E * ldos ε U o E := by
      rw [ldos, Finset.mul_sum]
      refine Finset.sum_congr rfl fun a _ => ?_
      by_cases ha : ε a = E
      · rw [if_pos ha, ha]
      · rw [if_neg ha, hP0 _ (hs a) ha, zero_mul, mul_zero]
    have h2 : ∑ a, P.eval (-ε a) * U o a ^ 2 = P.eval E * ldos ε U o (-E) := by
      rw [ldos, Finset.mul_sum]
      refine Finset.sum_congr rfl fun a _ => ?_
      by_cases ha : ε a = -E
      · rw [if_pos ha, ha, neg_neg]
      · rw [if_neg ha, hP0 _ (hneg _ (hs a)) (fun h => ha (by linarith)), zero_mul, mul_zero]
    exact mul_left_cancel₀ hP1 (h2.symm.trans ((hp P).trans h1))

/-- For a connected system with nonnegative entries and orthonormal real eigenvectors, the local
density of states at one site is even in energy if and only if the system is alternant. -/
theorem ldos_even_iff_alternant {H U : Matrix n n ℝ} {ε : n → ℝ} (hpos : ∀ i j, 0 ≤ H i j)
    (hc : Connected H) (hU : U * Uᵀ = 1) (hH : H * U = U * diagonal ε) (o : n) :
    (∀ E, ldos ε U o (-E) = ldos ε U o E) ↔ IsAlternant H := by
  rw [ldos_even_iff, ← odd_moments_iff_alternant hpos hc o]
  exact forall_congr' fun k => by rw [moments_theorem hU hH]

/-- The dimer with coupling `t > 0`, its even and odd orbitals and the energies `t` and `-t`
meet all hypotheses of `ldos_even_iff_alternant`. -/
theorem ldos_even_iff_alternant_witness {t : ℝ} (ht : 0 < t) :
    let H : Matrix (Fin 2) (Fin 2) ℝ := !![0, t; t, 0]
    let U : Matrix (Fin 2) (Fin 2) ℝ := !![√(1 / 2), √(1 / 2); √(1 / 2), -√(1 / 2)]
    (∀ i j, 0 ≤ H i j) ∧ Connected H ∧ U * Uᵀ = 1 ∧ H * U = U * diagonal ![t, -t] := by
  intro H U
  have hs : √(1 / 2) * √(1 / 2) = (1 / 2 : ℝ) := Real.mul_self_sqrt (by norm_num)
  refine ⟨?_, ?_, ?_, ?_⟩
  · intro i j
    fin_cases i <;> fin_cases j <;> simp [H, ht.le]
  · intro i j
    fin_cases i <;> fin_cases j
    · exact .refl
    · exact .single (by simp [H, ht.ne'])
    · exact .single (by simp [H, ht.ne'])
    · exact .refl
  · dsimp only [U]
    generalize √(1 / 2 : ℝ) = s at hs ⊢
    ext i j
    fin_cases i <;> fin_cases j <;> simp [Matrix.mul_apply, Fin.sum_univ_two] <;> linarith
  · dsimp only [U, H]
    generalize √(1 / 2 : ℝ) = s at hs ⊢
    ext i j
    rw [mul_diagonal]
    fin_cases i <;> fin_cases j <;> simp [Matrix.mul_apply, Fin.sum_univ_two] <;> ring

/-- Three sites: site 0 couples equally to two neighbours with on-site energies 1 and -1. -/
def trimer : Matrix (Fin 3) (Fin 3) ℝ := !![0, 1, 1; 1, 1, 0; 1, 0, -1]

/-- Nonnegativity cannot be dropped: the trimer is connected and all its odd moments at site 0
vanish, but it is not alternant. -/
theorem trimer_not_alternant :
    Connected trimer ∧ (∀ k, Odd k → (trimer ^ k) 0 0 = 0) ∧ ¬ IsAlternant trimer := by
  refine ⟨fun i j => ?_, fun k hk => ?_, fun h => ?_⟩
  · have hto : Relation.ReflTransGen (fun a b => trimer a b ≠ 0) i 0 := by
      fin_cases i
      · exact .refl
      · exact .single (by simp [trimer])
      · exact .single (by simp [trimer])
    refine hto.trans ?_
    fin_cases j
    · exact .refl
    · exact .single (by simp [trimer])
    · exact .single (by simp [trimer])
  · -- exchanging the neighbours with a sign change reverses `trimer`
    have hs : SemiconjBy !![1, 0, 0; 0, 0, -1; 0, -1, 0] trimer (-trimer) := by
      change _ * _ = _ * _
      ext i j
      fin_cases i <;> fin_cases j <;> simp [trimer, Matrix.mul_apply, Fin.sum_univ_succ]
    have hp := (hs.pow_right k).eq
    rw [hk.neg_pow] at hp
    have h0 := congrFun (congrFun hp 0) 0
    simp [Matrix.mul_apply, Fin.sum_univ_succ] at h0
    linarith
  · have h1 := odd_moment_eq_zero h odd_one 1
    simp [trimer] at h1

end

end OddMomentsAlternant
```

```lean
#print axioms OddMomentsAlternant.ldos_even_iff_alternant
#print axioms OddMomentsAlternant.trimer_not_alternant
```

```
'OddMomentsAlternant.ldos_even_iff_alternant' depends on axioms: [propext, Classical.choice, Quot.sound]
'OddMomentsAlternant.trimer_not_alternant' depends on axioms: [propext, Classical.choice, Quot.sound]
```

## Walks, signs and an isolating polynomial in the proof

`mul_entry_pos` joins two positive steps into a positive entry of a product, and `pow_entry_nonneg` keeps all powers nonnegative. `exists_walk` follows a chain of nonzero entries by induction, adding one power of `H` per step.

In `odd_moment_eq_zero`, `SemiconjBy` expresses S H = −H S, and `pow_right` lifts it to powers. The diagonal entry then gives zero for either sign.

In `odd_moments_iff_alternant`, `choose` picks the lengths `d i`. The facts `h1` and `h2` are the two positive closed-walk entries, `n1` and `n2` say that their lengths are not odd, and `omega` deduces that `d i + d j` is odd. The final `linear_combination` multiplies e_i e_j = −1 by H_ij.

`moments_theorem` uses the same lifting to powers, now with `U` between `diagonal ε` and `H`. In `ldos_even_iff`, `Finset.sum_nbij'` performs the reflection E → −E. For the converse, induction over polynomials treats sums and monomials separately, and `P` is the polynomial that isolates one energy. `ldos_even_iff_alternant` then joins `ldos_even_iff` to `odd_moments_iff_alternant`, with `moments_theorem` identifying the two forms of the moments.

`ldos_even_iff_alternant_witness` verifies all hypotheses of that theorem for a dimer with coupling t > 0, orbitals (1, 1)/√2 and (1, −1)/√2, and energies t and −t. For the trimer, the proof exchanges the two neighbours with a sign change, which turns the matrix into its negative while leaving site 0 fixed; this removes the odd moments there. The first moment at site 1 equals 1, which rules out an alternant structure.
